# For x > 0, coth x lies strictly between max(1, 1/x) and 1 + 1/x

The theorem states that for every real x > 0 the quotient cosh x / sinh x is strictly greater than both 1 and 1/x, and strictly less than 1 + 1/x. The statement concerns real numbers only, but it has a physical reading: with x = ħω/(2k_BT), coth x is the mean energy of a harmonic oscillator in thermal equilibrium, in units of its zero-point energy ħω/2. The bounds then say that this energy exceeds both the zero-point energy and the classical value k_BT, but stays below their sum. The proof gets the bound 1/x from the strict growth of y cosh y − sinh y on y ≥ 0, and the bound 1 from sinh x < cosh x. For the upper bound it combines cosh x − sinh x = exp(−x) < 1 with x < sinh x.

This version doesn't compile in Lean 4 with Mathlib:

```lean
import Mathlib

open Filter Topology

namespace CothBounds

noncomputable section

/-- For `x > 0` the hyperbolic cotangent lies strictly between `max 1 (1/x)` and `1 + 1/x`. -/
theorem coth_bounds {x : ℝ} (hx : 0 < x) :
    max 1 (1 / x) < Real.cosh x / Real.sinh x ∧
    Real.cosh x / Real.sinh x < 1 + 1 / x := by
  have hs : 0 < Real.sinh x := Real.sinh_pos_iff.mpr hx
  -- `y cosh y - sinh y` vanishes at zero and has derivative `y sinh y`
  have mono : StrictMonoOn (fun y : ℝ => y * Real.cosh y - Real.sinh y) (Set.Ici 0) := by
    apply strictMonoOn_of_deriv_pos (convex_Ici 0)
    · exact ((continuous_id.mul Real.continuous_cosh).sub Real.continuous_sinh).continuousOn
    · intro y hy
      rw [interior_Ici] at hy
      have hy' : 0 < y := hy
      have hd : HasDerivAt (fun y : ℝ => y * Real.cosh y - Real.sinh y)
          (y * Real.sinh y) y :=
        (((hasDerivAt_id' y).fun_mul (Real.hasDerivAt_cosh y)).fun_sub
          (Real.hasDerivAt_sinh y)).congr_deriv (by ring)
      rw [hd.deriv]
      exact mul_pos hy' (Real.sinh_pos_iff.mpr hy')
  have h1 : Real.sinh x < x * Real.cosh x := by
    simpa using mono (Set.mem_Ici.mpr le_rfl) (Set.mem_Ici.mpr hx.le) hx
  -- the upper bound uses `cosh x - sinh x = exp (-x) < 1` and `x < sinh x`
  have h2 : Real.cosh x - Real.sinh x < 1 := by
    rw [Real.cosh_sub_sinh]
    exact Real.exp_lt_one (by linarith)
  have h3 : x < Real.sinh x := Real.self_lt_sinh_iff.mpr hx
  have h4 := mul_lt_mul_of_pos_left h2 hx
  refine ⟨max_lt ?_ ?_, ?_⟩
  · rw [lt_div_iff₀ hs]
    linarith [Real.sinh_lt_cosh x]
  · rw [div_lt_div_iff₀ hx hs]
    linarith
  · have e : 1 + 1 / x = (x + 1) / x := by rw [add_div, div_self hx.ne']
    rw [e, div_lt_div_iff₀ hs hx]
    linarith

end

end CothBounds
```

The error:

```
Main.lean:32:10: error(lean.unknownIdentifier): Unknown constant `Real.exp_lt_one`
```

The only error is that Lean knows no constant called `Real.exp_lt_one`. The name is used in the proof of `h2`, where the rewrite with `Real.cosh_sub_sinh` has turned the goal into `Real.exp (-x) < 1`. That inequality is true for positive x, but the lemma cited for it does not exist under that name in the Mathlib being used.

The repair uses `Real.exp_lt_one_iff` instead, an equivalence saying that the exponential of a real number is less than 1 exactly when that number is negative. Its `.mpr` direction goes from the negative exponent to the bound on the exponential, so what remains to be shown is `-x < 0`. The existing `by linarith` proves this from `hx : 0 < x`. The rest of the proof is unchanged.

Lean accepts the file once it reads:

```diff
@@ -30,5 +30,5 @@
   have h2 : Real.cosh x - Real.sinh x < 1 := by
     rw [Real.cosh_sub_sinh]
-    exact Real.exp_lt_one (by linarith)
+    exact Real.exp_lt_one_iff.mpr (by linarith)
   have h3 : x < Real.sinh x := Real.self_lt_sinh_iff.mpr hx
   have h4 := mul_lt_mul_of_pos_left h2 hx
```
